# Analog Grover search with start overlap $0<x<1$ first succeeds with certainty at $t=\pi/(2Ex)$

A quantum search that evolves under the constant Hamiltonian below can be run for too long. If the start state overlaps the marked state only partly, the probability of finding the marked state rises to a maximum and then falls again, and a measurement made at twice the earliest best time succeeds no more often than one made at the start. An explicit formula for the probability shows when to stop.

Let $s$ and $w$ be unit vectors in a complex Hilbert space: $s$ is the start state and $w$ the marked state. Suppose that their overlap $\langle w,s\rangle=x$ is real, and let

$$H=E\,(|w\rangle\langle w|+|s\rangle\langle s|),$$

with $E$ a real energy and $\hbar=1$. The probability of finding $w$ at time $t$ is then

$$P(t)=|\langle w,e^{-itH}s\rangle|^2=\sin^2(Ext)+x^2\cos^2(Ext).$$

If also $E>0$ and $0<x<1$, the earliest time $t\ge 0$ with $P(t)=1$ is $\pi/(2Ex)$.

The term $|w\rangle\langle w|$ is the oracle: it marks the target by shifting its energy. The term $|s\rangle\langle s|$ drives the transfer, and the two have equal strength. The reality of $x$ is a phase convention, since multiplying $s$ by a phase changes neither $H$ nor $P$.

## The sum and difference of the two states

Since $\langle s,w\rangle=\overline{x}=x$, the Hamiltonian acts by

$$Hs=E(s+xw),\qquad Hw=E(w+xs).$$

Adding and subtracting gives

$$H(s+w)=E(1+x)(s+w),\qquad H(s-w)=E(1-x)(s-w).$$

Whenever $Hv=\mu v$, repeated application gives $H^k v=\mu^k v$, and so

$$e^{-itH}v=\sum_{k\ge0}\frac{(-it)^k}{k!}H^kv=\sum_{k\ge0}\frac{(-it\mu)^k}{k!}v=e^{-it\mu}v.$$

Now write $s=\tfrac12(s+w)+\tfrac12(s-w)$ and set $\theta=Ext$. Then

$$\begin{aligned}
e^{-itH}s&=\tfrac12e^{-iEt}\left[e^{-i\theta}(s+w)+e^{i\theta}(s-w)\right]\\
&=e^{-iEt}\left(\cos\theta\; s-i\sin\theta\; w\right).
\end{aligned}$$

The overlap with $w$ is $e^{-iEt}(x\cos\theta-i\sin\theta)$. The prefactor has modulus 1, and the squared modulus of the bracket is $\sin^2\theta+x^2\cos^2\theta$, as claimed.

For the stopping time, subtract from 1:

$$1-P(t)=(1-x^2)\cos^2(Ext).$$

With $0<x<1$ this vanishes only where the cosine does. For $E>0$ and $t\ge0$ that first happens at $Ext=\pi/2$.

## From $N$ basis states down to one

Take $s$ to be the uniform superposition of $N\ge2$ basis states and $w$ one of those states. Then $x=1/\sqrt N$, and the first certain success comes at $\pi\sqrt N/(2E)$. For this closed system with fixed $E$, the search time grows as the square root of the number of candidates. Grover's algorithm shares this scaling, but it is a sequence of discrete oracle calls. The statement here concerns evolution time under one particular Hamiltonian, and it neither counts calls nor shows that no faster search exists.

The smallest case is $N=2$: the probability starts at $1/2$ and reaches 1 at $\pi/(\sqrt2E)$. For $N=1$ the two states coincide and success is certain from $t=0$, which is why the theorem on the stopping time requires $x<1$. At the other end, as $x\to0$ the waiting time diverges.

In a numerical calculation, the formula provides an exact reference value for a propagator on a small, noiseless system:

```python
import numpy as np
from scipy.linalg import expm

N, k, E = 8, 3, 1.0
s = np.full(N, 1 / np.sqrt(N))
w = np.eye(N)[k]
H = E * (np.outer(w, w) + np.outer(s, s))
t = np.pi * np.sqrt(N) / (2 * E)
p = abs(w @ expm(-1j * t * H) @ s) ** 2
```

Here `p` should equal 1 up to rounding. If `expm` is replaced by a product of short exponentials of the two projectors, a shortfall beyond rounding is splitting error.

## States, Hamiltonian and propagator in Lean

The space `V` is any complex inner product space, of finite or infinite dimension.

```lean
import Mathlib

namespace AnalogGroverSearch

noncomputable section

variable {V : Type*} [NormedAddCommGroup V] [InnerProductSpace ℂ V]
```

The projector $|w\rangle\langle w|$ is a continuous linear map. Lean's inner product `inner ℂ w v` is conjugate-linear in its first argument, as in Dirac notation.

```lean
/-- The operator `|w⟩⟨w|`, which sends `v` to `⟨w, v⟩ w`. -/
def ketBra (w : V) : V →L[ℂ] V := (innerSL ℂ w).smulRight w
```

The Hamiltonian takes a real `E`, with no sign condition yet. Neither definition requires unit vectors; normalisation enters as a hypothesis of the theorems.

```lean
/-- The search Hamiltonian `E (|w⟩⟨w| + |s⟩⟨s|)` with marked state `w` and start state `s`. -/
def searchHamiltonian (E : ℝ) (w s : V) : V →L[ℂ] V :=
  (E : ℂ) • (ketBra w + ketBra s)
```

The propagator is the exponential of the operator $-itH$ itself, so the phases of the evolved state have to be derived from it.

```lean
/-- The propagator `exp(-itH)`. -/
def propagator (H : V →L[ℂ] V) (t : ℝ) : V →L[ℂ] V :=
  NormedSpace.exp ((-(t * Complex.I) : ℂ) • H)
```

The success probability is the squared modulus of the amplitude. The model has a time-independent Hamiltonian, no noise and an ideal measurement.

```lean
/-- For unit vectors `w` and `s`, the probability of finding the marked state `w` after the start
state `s` has evolved for a time `t` under the search Hamiltonian. -/
def successProb (E : ℝ) (w s : V) (t : ℝ) : ℝ :=
  ‖inner ℂ w (propagator (searchHamiltonian E w s) t s)‖ ^ 2
```

Applied to a vector $v$, the Hamiltonian gives $E(\langle w,v\rangle w+\langle s,v\rangle s)$. This holds by unfolding the definitions.

```lean
/-- The action of the search Hamiltonian on a vector, written with overlaps. -/
theorem searchHamiltonian_apply (E : ℝ) (w s v : V) :
    searchHamiltonian E w s v = (E : ℂ) • (inner ℂ w v • w + inner ℂ s v • s) := rfl
```

## A phase for each solution of $Hv=\mu v$

The next theorem is the series argument from the derivation. It holds for every bounded operator `H` and complex `μ`, and it allows $v=0$. That matters at $x=\pm1$, where $s-w$ or $s+w$ vanishes. The assumption `CompleteSpace V` makes `V` a Hilbert space and secures convergence of the operator series; $\mathbb C^n$ satisfies it.

The proof abbreviates $-itH$ to `A` and $-it\mu$ to `c`. Induction gives `hpow`, that is, $A^kv=c^kv$. The step `key` allows a convergent series of operators to be evaluated at $v$ term by term, because evaluation at a vector is continuous and linear. The series for $e^Av$ and $e^cv$ then have equal terms, and `h1.unique h2` concludes that their sums agree.

```lean
/-- If `H v = μ v`, the propagator multiplies `v` by `exp(-itμ)`. -/
theorem propagator_eigenvector [CompleteSpace V] (H : V →L[ℂ] V) (v : V) (μ : ℂ)
    (h : H v = μ • v) (t : ℝ) :
    propagator H t v = Complex.exp (-(t * Complex.I) * μ) • v := by
  unfold propagator
  generalize (-(t * Complex.I) : ℂ) = a
  have hA : (a • H) v = (a * μ) • v := by
    change a • H v = _
    rw [h, smul_smul]
  generalize a • H = A at hA ⊢
  generalize a * μ = c at hA ⊢
  -- powers of the operator act as powers of the eigenvalue
  have hpow : ∀ k : ℕ, (A ^ k) v = c ^ k • v := by
    intro k
    induction k with
    | zero => simp
    | succ k ih =>
      rw [pow_succ]
      change (A ^ k) (A v) = _
      rw [hA, map_smul, ih, smul_smul, pow_succ, mul_comm]
  -- a convergent series of operators may be evaluated at `v` term by term
  have key : ∀ (f : ℕ → V →L[ℂ] V) (B : V →L[ℂ] V), HasSum f B →
      HasSum (fun k => f k v) (B v) := by
    intro f B hf
    have h := (ContinuousLinearMap.apply ℂ V v).hasSum hf
    simpa only [ContinuousLinearMap.apply_apply] using h
  have h0 : HasSum (fun k : ℕ => (k.factorial : ℂ)⁻¹ • A ^ k) (NormedSpace.exp A) :=
    NormedSpace.exp_series_hasSum_exp' (𝕂 := ℂ) A
  -- compare the two exponential series
  have h1 : HasSum (fun k : ℕ => ((k.factorial : ℂ)⁻¹ • A ^ k) v) (NormedSpace.exp A v) :=
    key _ _ h0
  have h2 : HasSum (fun k : ℕ => ((k.factorial : ℂ)⁻¹ • c ^ k) • v) (Complex.exp c • v) := by
    rw [Complex.exp_eq_exp_ℂ]
    exact (NormedSpace.exp_series_hasSum_exp' (𝕂 := ℂ) c).smul_const v
  have h3 : (fun k : ℕ => ((k.factorial : ℂ)⁻¹ • A ^ k) v)
      = fun k : ℕ => ((k.factorial : ℂ)⁻¹ • c ^ k) • v := by
    funext k
    change (k.factorial : ℂ)⁻¹ • (A ^ k) v = _
    rw [hpow, smul_assoc]
  rw [h3] at h1
  exact h1.unique h2
```

## The evolved state

The hypotheses `hw` and `hs` say that the states are normalised, and `hx` says that their overlap is the real number `x`. The theorem holds for all real `E` and `t`.

The proof follows the derivation closely. The step `hsw` obtains $\langle s,w\rangle=x$ by conjugation, which is where the reality of $x$ is used. The eigenvalue equations for $s+w$ and $s-w$ are `hp` and `hm`. Euler's formula turns the two phases into cosines and sines in `e1` and `e2`, with the common factor $e^{-iEt}$ taken out. Then `hsplit` writes $s$ as half the sum plus half the difference, `hU` uses the linearity of the propagator, and `module` collects the coefficients of $s$ and $w$.

```lean
/-- The evolved start state is `exp(-iEt) (cos(Ext) s - i sin(Ext) w)`. -/
theorem evolved_state [CompleteSpace V] (E x : ℝ) (w s : V) (hw : ‖w‖ = 1) (hs : ‖s‖ = 1)
    (hx : inner ℂ w s = (x : ℂ)) (t : ℝ) :
    propagator (searchHamiltonian E w s) t s =
      Complex.exp (-(E * t * Complex.I)) •
        (((Real.cos (E * x * t) : ℝ) : ℂ) • s
          - (Complex.I * ((Real.sin (E * x * t) : ℝ) : ℂ)) • w) := by
  have hww : inner ℂ w w = (1 : ℂ) := by rw [inner_self_eq_norm_sq_to_K, hw]; simp
  have hss : inner ℂ s s = (1 : ℂ) := by rw [inner_self_eq_norm_sq_to_K, hs]; simp
  have hsw : inner ℂ s w = (x : ℂ) := by rw [← inner_conj_symm, hx, Complex.conj_ofReal]
  -- the sum and the difference of the two states evolve by phases
  have hp : searchHamiltonian E w s (s + w) = ((E : ℂ) * (1 + x)) • (s + w) := by
    rw [searchHamiltonian_apply, inner_add_right, inner_add_right, hx, hss, hww, hsw]
    module
  have hm : searchHamiltonian E w s (s - w) = ((E : ℂ) * (1 - x)) • (s - w) := by
    rw [searchHamiltonian_apply, inner_sub_right, inner_sub_right, hx, hss, hww, hsw]
    module
  have e1 : Complex.exp (-(t * Complex.I) * ((E : ℂ) * (1 + x)))
      = Complex.exp (-(E * t * Complex.I)) * (((Real.cos (E * x * t) : ℝ) : ℂ)
        - ((Real.sin (E * x * t) : ℝ) : ℂ) * Complex.I) := by
    rw [Complex.ofReal_cos, Complex.ofReal_sin,
      show -(t * Complex.I) * ((E : ℂ) * (1 + x))
        = -(E * t * Complex.I) + (-((E * x * t : ℝ) : ℂ)) * Complex.I by push_cast; ring,
      Complex.exp_add, Complex.exp_mul_I, Complex.cos_neg, Complex.sin_neg]
    ring
  have e2 : Complex.exp (-(t * Complex.I) * ((E : ℂ) * (1 - x)))
      = Complex.exp (-(E * t * Complex.I)) * (((Real.cos (E * x * t) : ℝ) : ℂ)
        + ((Real.sin (E * x * t) : ℝ) : ℂ) * Complex.I) := by
    rw [Complex.ofReal_cos, Complex.ofReal_sin,
      show -(t * Complex.I) * ((E : ℂ) * (1 - x))
        = -(E * t * Complex.I) + ((E * x * t : ℝ) : ℂ) * Complex.I by push_cast; ring,
      Complex.exp_add, Complex.exp_mul_I]
  have hsplit : s = (1 / 2 : ℂ) • (s + w) + (1 / 2 : ℂ) • (s - w) := by module
  have hU : propagator (searchHamiltonian E w s) t s
      = (1 / 2 : ℂ) • propagator (searchHamiltonian E w s) t (s + w)
        + (1 / 2 : ℂ) • propagator (searchHamiltonian E w s) t (s - w) := by
    rw [← map_smul, ← map_smul, ← map_add, ← hsplit]
  rw [hU, propagator_eigenvector _ _ _ hp, propagator_eigenvector _ _ _ hm, e1, e2]
  module
```

## The probability and its first maximum

The formula for the probability again assumes unit vectors with a real overlap $x$. To obtain it, the proof takes the overlap of the evolved state with $w$. The step `hn` shows that the global phase has modulus 1. The cosine and sine are then replaced by arbitrary real numbers `c` and `d`, and what remains is the squared modulus of $xc-id$, computed from its real and imaginary parts.

```lean
/-- Analog Grover search: the success probability at time `t` is
`sin²(Ext) + x² cos²(Ext)`, where `x` is the overlap of the start and marked states. -/
theorem successProb_eq [CompleteSpace V] (E x : ℝ) (w s : V) (hw : ‖w‖ = 1) (hs : ‖s‖ = 1)
    (hx : inner ℂ w s = (x : ℂ)) (t : ℝ) :
    successProb E w s t = Real.sin (E * x * t) ^ 2 + x ^ 2 * Real.cos (E * x * t) ^ 2 := by
  have hww : inner ℂ w w = (1 : ℂ) := by rw [inner_self_eq_norm_sq_to_K, hw]; simp
  have hn : ‖Complex.exp (-(E * t * Complex.I))‖ = 1 := by
    rw [show -((E : ℂ) * t * Complex.I) = ((-(E * t) : ℝ) : ℂ) * Complex.I by push_cast; ring]
    exact Complex.norm_exp_ofReal_mul_I _
  rw [successProb, evolved_state E x w s hw hs hx, inner_smul_right, inner_sub_right,
    inner_smul_right, inner_smul_right, hx, hww, norm_mul, hn, one_mul]
  generalize Real.cos (E * x * t) = c
  generalize Real.sin (E * x * t) = d
  rw [Complex.sq_norm, Complex.normSq_apply]
  simp
  ring
```

The stopping time is stated with `IsLeast`, which makes two assertions: the given time belongs to the set of nonnegative times with success probability 1, and no member of that set is smaller. None of the Lean theorems before this one assumes $E>0$ or $0<x<1$.

Membership follows by substituting $Ext=\pi/2$, recorded in `hT`. For minimality, suppose that an earlier time $t$ also gave certainty. Then $0\le Ext<\pi/2$, so the cosine is positive (`hc`), and so is the missing probability $(1-x^2)\cos^2(Ext)$ (`hgap`). With $\sin^2+\cos^2=1$, the final `nlinarith` turns this into a contradiction with $P(t)=1$.

```lean
/-- For overlap `0 < x < 1` and `E > 0`, the earliest nonnegative time at which the marked
state is found with certainty is `π / (2Ex)`. -/
theorem first_certain_time [CompleteSpace V] (E x : ℝ) (w s : V) (hw : ‖w‖ = 1)
    (hs : ‖s‖ = 1) (hx : inner ℂ w s = (x : ℂ)) (hE : 0 < E) (h0 : 0 < x) (h1 : x < 1) :
    IsLeast {t : ℝ | 0 ≤ t ∧ successProb E w s t = 1} (Real.pi / (2 * E * x)) := by
  have hpi := Real.pi_pos
  have hT : E * x * (Real.pi / (2 * E * x)) = Real.pi / 2 := by field_simp
  constructor
  · refine ⟨by positivity, ?_⟩
    rw [successProb_eq E x w s hw hs hx, hT, Real.sin_pi_div_two, Real.cos_pi_div_two]
    norm_num
  · rintro t ⟨ht, hP⟩
    by_contra hlt
    have hlt' : t < Real.pi / (2 * E * x) := lt_of_not_ge hlt
    have hEx : 0 < E * x := mul_pos hE h0
    have hθ : E * x * t < Real.pi / 2 := by
      rw [← hT]
      exact mul_lt_mul_of_pos_left hlt' hEx
    have hθ0 : 0 ≤ E * x * t := mul_nonneg hEx.le ht
    -- before the quarter period the cosine is positive, so some probability is missing
    have hc : 0 < Real.cos (E * x * t) :=
      Real.cos_pos_of_mem_Ioo ⟨by linarith, hθ⟩
    rw [successProb_eq E x w s hw hs hx] at hP
    have hgap : 0 < (1 - x ^ 2) * Real.cos (E * x * t) ^ 2 :=
      mul_pos (by nlinarith) (pow_pos hc 2)
    nlinarith [Real.sin_sq_add_cos_sq (E * x * t)]
```

## One marked state among $N$

The uniform superposition lives in `EuclideanSpace ℂ (Fin N)`, which is $\mathbb C^N$ with its usual inner product and with basis states numbered from 0 to $N-1$.

```lean
/-- The uniform superposition of `N` basis states, with all amplitudes `1/√N`. -/
def uniformState (N : ℕ) : EuclideanSpace ℂ (Fin N) :=
  WithLp.toLp 2 (fun _ => ((1 / √(N : ℝ) : ℝ) : ℂ))
```

Its norm is 1 for $N\ge1$, because $N$ squared amplitudes of $1/N$ add up to 1.

```lean
/-- The uniform superposition of at least one basis state is normalised. -/
theorem norm_uniformState (N : ℕ) (hN : 0 < N) : ‖uniformState N‖ = 1 := by
  have hN' : (N : ℝ) ≠ 0 := by exact_mod_cast hN.ne'
  have hi : ∀ i, ‖(uniformState N).ofLp i‖ ^ 2 = 1 / (N : ℝ) := by
    intro i
    change ‖((1 / √(N : ℝ) : ℝ) : ℂ)‖ ^ 2 = _
    rw [Complex.norm_real, Real.norm_eq_abs, sq_abs, div_pow, one_pow,
      Real.sq_sqrt (Nat.cast_nonneg N)]
  rw [EuclideanSpace.norm_eq]
  simp only [hi, Finset.sum_const, Finset.card_univ, Fintype.card_fin, nsmul_eq_mul]
  rw [mul_one_div_cancel hN', Real.sqrt_one]
```

The marked state is the basis vector `EuclideanSpace.single k (1 : ℂ)`, and `k` may be any of the $N$ labels. The step `hx` reads off the overlap $1/\sqrt N$, and `hr` uses $N\ge2$ to show that $\sqrt N>1$, so that the overlap lies strictly below 1. The general theorem then applies, once `hT` has rewritten $\pi\sqrt N/(2E)$ as $\pi/(2Ex)$.

```lean
/-- Searching for one basis state among `N ≥ 2` from the uniform superposition first succeeds
with certainty at time `π√N / (2E)`. -/
theorem uniform_search_time (N : ℕ) (hN : 2 ≤ N) (k : Fin N) (E : ℝ) (hE : 0 < E) :
    IsLeast {t : ℝ | 0 ≤ t ∧
        successProb E (EuclideanSpace.single k (1 : ℂ)) (uniformState N) t = 1}
      (Real.pi * √(N : ℝ) / (2 * E)) := by
  have hN' : (1 : ℝ) < N := by exact_mod_cast (by omega : 1 < N)
  have hr : 1 < √(N : ℝ) := Real.lt_sqrt_of_sq_lt (by linarith)
  have hr0 : 0 < √(N : ℝ) := by linarith
  have hx : inner ℂ (EuclideanSpace.single k (1 : ℂ)) (uniformState N)
      = ((1 / √(N : ℝ) : ℝ) : ℂ) := by
    rw [EuclideanSpace.inner_single_left, map_one, one_mul]
    rfl
  have hT : Real.pi * √(N : ℝ) / (2 * E) = Real.pi / (2 * E * (1 / √(N : ℝ))) := by
    field_simp
  rw [hT]
  exact first_certain_time E _ _ _ (by simp) (norm_uniformState N (by omega)) hx hE
    (by positivity) ((div_lt_one hr0).mpr hr)

end

end AnalogGroverSearch
```

```lean
#print axioms AnalogGroverSearch.successProb_eq
-- 'AnalogGroverSearch.successProb_eq' depends on axioms: [propext, Classical.choice, Quot.sound]
#print axioms AnalogGroverSearch.uniform_search_time
-- 'AnalogGroverSearch.uniform_search_time' depends on axioms: [propext, Classical.choice, Quot.sound]
```
